# The Toda flow with $b_0=b_n=0$ conserves the characteristic polynomial of a symmetric tridiagonal matrix

Let $T(t)$ be the real symmetric tridiagonal $n\times n$ matrix with diagonal $a_1,\dots,a_n$ and off-diagonal $b_1,\dots,b_{n-1}$, all differentiable in the real variable $t$, a prime denoting $d/dt$. Suppose that for all $t$

$$a_j'=2(b_j^2-b_{j-1}^2)\quad(1\le j\le n),\qquad b_j'=b_j(a_{j+1}-a_j)\quad(1\le j\le n-1),$$

with $b_0=b_n=0$. Then the polynomial $\det(x-T(t))$ in $x$ does not depend on $t$. Conversely, for $n\ge1$ and $b_0=0$, constancy forces $b_n=0$ at all times.

For a finite, non-interacting chain with on-site energies $a_j$ and nearest-neighbour hoppings $b_j$, the end conditions say that nothing couples to sites $0$ and $n+1$, and the flow deforms the Hamiltonian at fixed energy levels; $t$ is a deformation parameter, not physical time. An $n$-step Lanczos matrix evolved on its own, with $b_n$ set to zero, keeps its eigenvalues (the Ritz values) in the same way. If it is instead the leading $n\times n$ block of a larger tridiagonal matrix under the flow, the converse shows that its characteristic polynomial changes unless $b_n$ vanishes at all times.

## The recurrence and its time derivative

Let $\chi_k(x)$ be the determinant of the leading $k\times k$ block of $x-T$, so $\chi_0=1$ and $\chi_1=x-a_1$. The last row of the block of size $k+2$ holds $-b_{k+1}$ and $x-a_{k+2}$. The minor of $-b_{k+1}$ enters with sign $-1$ and has the single entry $-b_{k+1}$ in its last column, so it equals $-b_{k+1}\chi_k$. Hence

$$\chi_{k+2}=(x-a_{k+2})\chi_{k+1}-b_{k+1}^2\chi_k,$$

the recurrence of the monic Lanczos polynomials. At fixed $x$ the flow gives

$$\chi_{k+1}'=-2b_{k+1}^2\,\chi_k\qquad(0\le k<n).$$

For $k=0$, $\chi_1'=-a_1'=-2b_1^2$ because $b_0=0$. For $k=1$, differentiating $(x-a_2)(x-a_1)-b_1^2$ gives

$$\chi_2'=-2b_2^2(x-a_1)+2b_1^2\,[(x-a_1)-(x-a_2)-(a_2-a_1)],$$

and the bracket vanishes. For $k+2<n$, differentiate the recurrence for $\chi_{k+3}$ and insert the identity for $\chi_{k+2}'$ and $\chi_{k+1}'$:

$$\begin{aligned}\chi_{k+3}'&=-2(b_{k+3}^2-b_{k+2}^2)\chi_{k+2}-2b_{k+2}^2(x-a_{k+3})\chi_{k+1}\\&\quad-2b_{k+2}^2(a_{k+3}-a_{k+2})\chi_{k+1}+2b_{k+2}^2b_{k+1}^2\chi_k\\&=-2b_{k+3}^2\chi_{k+2}+2b_{k+2}^2\,[\chi_{k+2}-(x-a_{k+2})\chi_{k+1}+b_{k+1}^2\chi_k].\end{aligned}$$

The bracket is zero by the recurrence. For $n\ge1$ and $k=n-1$ the identity reads $\chi_n'=-2b_n^2\chi_{n-1}$. If $b_n=0$, then $\chi_n(x)$ is constant for every $x$, and two real polynomials with equal values are equal. If instead $\chi_n$ is constant, then $b_n^2\chi_{n-1}(x)=0$ for all $x$, and since $\chi_{n-1}$ is monic, $b_n=0$.

## Two sites in numbers

Take $n=2$, $a_1=-a_2=\tanh 2t$, $b_1=1/\cosh 2t$. At $t=0$, $a_1=0$ and $b_1=1$, so $\chi_2=x^2-1$. At $t=\tfrac12\ln2$, $\cosh 2t=5/4$ and $\sinh 2t=3/4$, so $a_1=0.6$, $b_1=0.8$ and $\chi_2=(x+0.6)(x-0.6)-0.64=x^2-1$ again. There $a_1'=2b_1^2=1.28$, $b_1'=0.8\cdot(-1.2)=-0.96$, and $\chi_2'=-2a_1a_1'-2b_1b_1'=-1.536+1.536=0$. The normalised eigenvector for the eigenvalue $+1$ moves from $(1,1)/\sqrt2$ to $(2,1)/\sqrt5$. These numbers are arithmetic done here; the theorem `toda_witness` below states only that the functions solve the equations with $b_2=0$ and $b_1\ne0$.

## The matrix and the flow in Lean

```lean
import Mathlib

open Matrix

namespace TodaFlow

noncomputable section
```

Rows and columns count from zero while the coefficients count from one: position $(i,i)$ holds $a_{i+1}$, and positions $(i,i+1)$ and $(i+1,i)$ hold $b_{i+1}$.

```lean
/-- Entry `(i, j)`, counted from zero, of the symmetric tridiagonal matrix with diagonal
`a 1, a 2, …` and off-diagonal `b 1, b 2, …`. -/
def entry (a b : ℕ → ℝ) (i j : ℕ) : ℝ :=
  if i = j then a (i + 1) else if i + 1 = j then b j else if j + 1 = i then b i else 0

/-- The `n × n` symmetric tridiagonal matrix `T` built from `a` and `b`. -/
def jacobi (n : ℕ) (a b : ℕ → ℝ) : Matrix (Fin n) (Fin n) ℝ :=
  Matrix.of fun i j => entry a b i j
```

Neither $b_0$ nor $b_n$ appears in `jacobi n a b`. Because the leading block of $T$ is again such a matrix, $\chi_k(x)$ is Mathlib's characteristic polynomial of `jacobi k a b`, evaluated at $x$.

```lean
/-- The characteristic polynomial `χ_k` of the `k × k` tridiagonal matrix, evaluated at `x`. -/
def chi (k : ℕ) (a b : ℕ → ℝ) (x : ℝ) : ℝ := (jacobi k a b).charpoly.eval x
```

Two auxiliary definitions give the entries of $x-T$ as an array over the natural numbers and its leading minors.

```lean
/-- Entry `(i, j)` of `x - T`. -/
def shifted (a b : ℕ → ℝ) (x : ℝ) (i j : ℕ) : ℝ := (if i = j then x else 0) - entry a b i j

/-- Determinant of the leading `n × n` block of an infinite array. -/
def leadDet (f : ℕ → ℕ → ℝ) (n : ℕ) : ℝ := (Matrix.of fun i j : Fin n => f i j).det
```

In the flow, `a t j` is $a_j(t)$ and `b t j` is $b_j(t)$. Each `HasDerivAt` field states differentiability together with the value of the derivative, with $j$ shifted by one. The condition $b_0=0$ is the field `left`; for $n\ge1$, $b_n$ enters only through the equation for $a_n$ and is otherwise unconstrained. The $b_j$ may have either sign or vanish. A solution on the whole real line is assumed, not constructed from initial data.

```lean
/-- The Toda equations on `n` sites with `b_0 = 0`: `a_j' = 2 (b_j² - b_(j-1)²)` for
`1 ≤ j ≤ n` and `b_j' = b_j (a_(j+1) - a_j)` for `1 ≤ j ≤ n - 1`. -/
structure IsTodaFlow (n : ℕ) (a b : ℝ → ℕ → ℝ) : Prop where
  left : ∀ t, b t 0 = 0
  diag : ∀ j, j < n → ∀ t,
    HasDerivAt (fun s => a s (j + 1)) (2 * (b t (j + 1) ^ 2 - b t j ^ 2)) t
  off : ∀ j, j + 1 < n → ∀ t,
    HasDerivAt (fun s => b s (j + 1)) (b t (j + 1) * (a t (j + 2) - a t (j + 1))) t
```

## The determinant recurrence

The expansion holds for any tridiagonal array `f`, symmetric or not. `det_succ_row` expands along the last row, `h1` and `h2` identify the two surviving minors, `hB` expands the off-diagonal one along its last column, and `s1`, `s2` are the cofactor signs.

```lean
/-- Expansion of a leading minor of a tridiagonal array along its last row. -/
theorem leadDet_tridiag (f : ℕ → ℕ → ℝ) (hf : ∀ i j, i + 1 < j ∨ j + 1 < i → f i j = 0)
    (n : ℕ) : leadDet f (n + 2) =
      f (n + 1) (n + 1) * leadDet f (n + 1) - f (n + 1) n * f n (n + 1) * leadDet f n := by
  have hv : ∀ j : Fin (n + 1), (((Fin.last n).castSucc.succAbove j : Fin (n + 2)) : ℕ) =
      if (j : ℕ) < n then (j : ℕ) else (j : ℕ) + 1 := by
    intro j
    by_cases h : (j : ℕ) < n
    · rw [Fin.succAbove_of_castSucc_lt _ _ (by rw [Fin.lt_def]; exact h)]; simp [h]
    · rw [Fin.succAbove_of_le_castSucc _ _ (by rw [Fin.le_def]; exact not_lt.mp h)]; simp [h]
  -- the off-diagonal cofactor has a single entry in its last column
  have hB : (Matrix.of fun i j : Fin (n + 1) =>
      f i (if (j : ℕ) < n then (j : ℕ) else (j : ℕ) + 1)).det = f n (n + 1) * leadDet f n := by
    rw [det_succ_column _ (Fin.last n), Fin.sum_univ_castSucc, Finset.sum_eq_zero, zero_add]
    · have e : (Matrix.of fun i j : Fin (n + 1) =>
          f i (if (j : ℕ) < n then (j : ℕ) else (j : ℕ) + 1)).submatrix
          (Fin.last n).succAbove (Fin.last n).succAbove = Matrix.of fun i j : Fin n => f i j := by
        ext i j; simp [Fin.succAbove_last]
      have hs : (-1 : ℝ) ^ (n + n) = 1 := Even.neg_one_pow ⟨n, rfl⟩
      rw [e]; simp [hs, leadDet]
    · intro i _
      have := hf i (n + 1) (Or.inl (by have := i.isLt; omega))
      simp [this]
  have h1 : (Matrix.of fun i j : Fin (n + 2) => f i j).submatrix (Fin.last (n + 1)).succAbove
      (Fin.last n).castSucc.succAbove = Matrix.of fun i j : Fin (n + 1) =>
        f i (if (j : ℕ) < n then (j : ℕ) else (j : ℕ) + 1) := by
    ext i j
    simp only [submatrix_apply, of_apply, hv, Fin.succAbove_last]
    rfl
  have h2 : (Matrix.of fun i j : Fin (n + 2) => f i j).submatrix (Fin.last (n + 1)).succAbove
      (Fin.last (n + 1)).succAbove = Matrix.of fun i j : Fin (n + 1) => f i j := by
    ext i j; simp [Fin.succAbove_last]
  have s1 : (-1 : ℝ) ^ (n + 1 + n) = -1 := Odd.neg_one_pow ⟨n, by ring⟩
  have s2 : (-1 : ℝ) ^ (n + 1 + (n + 1)) = 1 := Even.neg_one_pow ⟨n + 1, rfl⟩
  show (Matrix.of fun i j : Fin (n + 2) => f i j).det = _
  rw [det_succ_row _ (Fin.last (n + 1)), Fin.sum_univ_castSucc, Fin.sum_univ_castSucc,
    Finset.sum_eq_zero, zero_add]
  · rw [h1, h2, hB]
    show (-1 : ℝ) ^ (n + 1 + n) * f (n + 1) n * (f n (n + 1) * leadDet f n) +
      (-1 : ℝ) ^ (n + 1 + (n + 1)) * f (n + 1) (n + 1) * leadDet f (n + 1) = _
    rw [s1, s2]; ring
  · intro i _
    have := hf (n + 1) i (Or.inr (by have := i.isLt; omega))
    simp [this]
```

`chi_eq` writes $\chi_k(x)$ as a leading minor of $x-T$; `chi_rec` inserts the entries $x-a_{k+2}$ and $-b_{k+1}$ (`g1`, `g2`, `g3`).

```lean
/-- `χ_k(x)` is the determinant of the leading `k × k` block of `x - T`. -/
theorem chi_eq (k : ℕ) (a b : ℕ → ℝ) (x : ℝ) : chi k a b x = leadDet (shifted a b x) k := by
  unfold chi leadDet
  rw [Matrix.eval_charpoly]
  congr 1
  ext i j
  by_cases h : i = j
  · subst h; simp [jacobi, shifted]
  · have h' : (i : ℕ) ≠ j := fun e => h (Fin.ext e)
    simp [jacobi, shifted, h, h']

/-- Values `χ_0(x)`, `χ_1(x)` and the three-term relation between successive `χ_k(x)`. -/
theorem chi_rec (a b : ℕ → ℝ) (x : ℝ) : chi 0 a b x = 1 ∧ chi 1 a b x = x - a 1 ∧
    ∀ k, chi (k + 2) a b x =
      (x - a (k + 2)) * chi (k + 1) a b x - b (k + 1) ^ 2 * chi k a b x := by
  refine ⟨by simp [chi_eq, leadDet], by simp [chi_eq, leadDet, shifted, entry], fun k => ?_⟩
  have hf : ∀ i j, i + 1 < j ∨ j + 1 < i → shifted a b x i j = 0 := by
    intro i j h
    unfold shifted entry
    split_ifs <;> first | (exfalso; omega) | simp
  have g1 : shifted a b x (k + 1) (k + 1) = x - a (k + 2) :=
    (by simp [shifted, entry] : shifted a b x (k + 1) (k + 1) = x - a (k + 1 + 1))
  have g2 : shifted a b x (k + 1) k = -b (k + 1) := by
    unfold shifted entry
    split_ifs <;> first | (exfalso; omega) | simp
  have g3 : shifted a b x k (k + 1) = -b (k + 1) := by
    unfold shifted entry
    split_ifs <;> first | (exfalso; omega) | simp
  simp only [chi_eq]
  rw [leadDet_tridiag _ hf, g1, g2, g3]; ring
```

## The derivative identity

The branches `0`, `1` and `k + 2` are the three cases above. In the last, `p1` and `p2` are the induction hypotheses, `fun_mul` and `fun_pow` supply the product and power rules, and `linear_combination` removes the bracket by using the recurrence multiplied by $2b_{k+2}^2$.

```lean
/-- Along the Toda flow, `d/dt χ_(k+1)(x) = -2 b_(k+1)² χ_k(x)` for every `k < n`. -/
theorem hasDerivAt_chi {n : ℕ} {a b : ℝ → ℕ → ℝ} (h : IsTodaFlow n a b) (x t : ℝ) :
    ∀ k, k < n → HasDerivAt (fun s => chi (k + 1) (a s) (b s) x)
      (-2 * b t (k + 1) ^ 2 * chi k (a t) (b t) x) t
  | 0, hk => by
    have e : (fun s => chi (0 + 1) (a s) (b s) x) = fun s => x - a s (0 + 1) :=
      funext fun s => (chi_rec (a s) (b s) x).2.1
    rw [e, (chi_rec (a t) (b t) x).1]
    exact ((h.diag 0 hk t).const_sub x).congr_deriv (by rw [h.left t]; ring)
  | 1, hk => by
    have h1 : HasDerivAt (fun s => a s 1) (2 * (b t 1 ^ 2 - b t 0 ^ 2)) t :=
      h.diag 0 (by omega) t
    have h2 : HasDerivAt (fun s => a s 2) (2 * (b t 2 ^ 2 - b t 1 ^ 2)) t := h.diag 1 hk t
    have hb : HasDerivAt (fun s => b s 1) (b t 1 * (a t 2 - a t 1)) t := h.off 0 hk t
    have e : (fun s => chi 2 (a s) (b s) x) =
        fun s => (x - a s 2) * (x - a s 1) - b s 1 ^ 2 := by
      funext s
      have r : chi 2 (a s) (b s) x = (x - a s 2) * chi 1 (a s) (b s) x -
        b s 1 ^ 2 * chi 0 (a s) (b s) x := (chi_rec (a s) (b s) x).2.2 0
      rw [r, (chi_rec (a s) (b s) x).1, (chi_rec (a s) (b s) x).2.1, mul_one]
    show HasDerivAt (fun s => chi 2 (a s) (b s) x) (-2 * b t 2 ^ 2 * chi 1 (a t) (b t) x) t
    rw [e, (chi_rec (a t) (b t) x).2.1]
    exact (((h2.const_sub x).fun_mul (h1.const_sub x)).fun_sub (hb.fun_pow 2)).congr_deriv
      (by rw [h.left t]; ring)
  | k + 2, hk => by
    have p1 := hasDerivAt_chi h x t k (by omega)
    have p2 : HasDerivAt (fun s => chi (k + 2) (a s) (b s) x)
        (-2 * b t (k + 2) ^ 2 * chi (k + 1) (a t) (b t) x) t :=
      hasDerivAt_chi h x t (k + 1) (by omega)
    have ha : HasDerivAt (fun s => a s (k + 3)) (2 * (b t (k + 3) ^ 2 - b t (k + 2) ^ 2)) t :=
      h.diag (k + 2) hk t
    have hb : HasDerivAt (fun s => b s (k + 2)) (b t (k + 2) * (a t (k + 3) - a t (k + 2))) t :=
      h.off (k + 1) hk t
    have e : (fun s => chi (k + 3) (a s) (b s) x) = fun s => (x - a s (k + 3)) *
        chi (k + 2) (a s) (b s) x - b s (k + 2) ^ 2 * chi (k + 1) (a s) (b s) x :=
      funext fun s => (chi_rec (a s) (b s) x).2.2 (k + 1)
    show HasDerivAt (fun s => chi (k + 3) (a s) (b s) x)
      (-2 * b t (k + 3) ^ 2 * chi (k + 2) (a t) (b t) x) t
    rw [e]
    -- the terms carrying `b_(k+2)²` cancel by the three-term relation one level down
    exact (((ha.const_sub x).fun_mul p2).fun_sub ((hb.fun_pow 2).fun_mul p1)).congr_deriv
      (by linear_combination (2 * b t (k + 2) ^ 2) * (chi_rec (a t) (b t) x).2.2 k)
```

## Constancy, its converse and the eigenvalues

With `hn` stating $b_n=0$, the characteristic polynomials at any two times $s$ and $t$ are equal as polynomials. `Polynomial.funext` reduces this to values at each $x$, and `is_const_of_deriv_eq_zero` integrates the zero derivative. For $n=0$ both sides are the empty determinant $1$; for $n=1$ the statement amounts to $a_1$ being constant.

```lean
/-- Along the Toda flow with `b_0 = b_n = 0`, the characteristic polynomial of `T(t)` is
the same at all times. -/
theorem toda_charpoly_const {n : ℕ} {a b : ℝ → ℕ → ℝ} (h : IsTodaFlow n a b)
    (hn : ∀ t, b t n = 0) (s t : ℝ) :
    (jacobi n (a s) (b s)).charpoly = (jacobi n (a t) (b t)).charpoly := by
  refine Polynomial.funext fun x => ?_
  show chi n (a s) (b s) x = chi n (a t) (b t) x
  cases n with
  | zero => rw [(chi_rec _ _ x).1, (chi_rec _ _ x).1]
  | succ n =>
    have d : ∀ u, HasDerivAt (fun s => chi (n + 1) (a s) (b s) x) 0 u := fun u =>
      (hasDerivAt_chi h x u n (by omega)).congr_deriv (by rw [hn u]; ring)
    exact is_const_of_deriv_eq_zero (fun u => (d u).differentiableAt) (fun u => (d u).deriv) s t
```

The converse is stated for $n+1$ sites, which excludes the empty matrix. The uniqueness of derivatives (`d.unique`) gives $-2b_{n+1}^2\chi_n(x)=0$, and `Matrix.charpoly_monic` rules out $\chi_n=0$.

```lean
/-- For the Toda equations on `n + 1` sites, the characteristic polynomial is constant in time
exactly when `b_(n+1)` vanishes at all times. -/
theorem charpoly_const_iff {n : ℕ} {a b : ℝ → ℕ → ℝ} (h : IsTodaFlow (n + 1) a b) :
    (∀ s t, (jacobi (n + 1) (a s) (b s)).charpoly = (jacobi (n + 1) (a t) (b t)).charpoly) ↔
      ∀ t, b t (n + 1) = 0 := by
  refine ⟨fun hc t => ?_, toda_charpoly_const h⟩
  by_contra hb
  -- otherwise the monic polynomial `χ_n` would vanish everywhere
  apply (Matrix.charpoly_monic (jacobi n (a t) (b t))).ne_zero
  refine Polynomial.funext fun x => ?_
  have e : (fun s => chi (n + 1) (a s) (b s) x) = fun _ => chi (n + 1) (a t) (b t) x :=
    funext fun s => by unfold chi; rw [hc s t]
  have d := hasDerivAt_chi h x t n (by omega)
  rw [e] at d
  have u := d.unique (hasDerivAt_const t _)
  rw [Polynomial.eval_zero]
  exact (mul_eq_zero.mp u).resolve_left (mul_ne_zero (by norm_num) (pow_ne_zero 2 hb))
```

A real $x$ is an eigenvalue, with some nonzero real vector $v$, exactly when $\det(x-T)=0$, which is `key`. The vectors at the two times are chosen independently. The theorems concern conservation of the spectrum at finite size; the motion of eigenvectors and the behaviour of $b_j$ at large $t$ are not treated.

```lean
/-- Along the Toda flow with `b_0 = b_n = 0`, `x` is an eigenvalue of `T(s)` if and only if it
is an eigenvalue of `T(t)`. -/
theorem toda_eigenvalue_iff {n : ℕ} {a b : ℝ → ℕ → ℝ} (h : IsTodaFlow n a b)
    (hn : ∀ t, b t n = 0) (s t x : ℝ) :
    (∃ v ≠ 0, jacobi n (a s) (b s) *ᵥ v = x • v) ↔
      ∃ v ≠ 0, jacobi n (a t) (b t) *ᵥ v = x • v := by
  have hs : ∀ v : Fin n → ℝ, Matrix.scalar (Fin n) x *ᵥ v = x • v := by
    intro v; ext i; simp [mulVec_diagonal]
  have key : ∀ M : Matrix (Fin n) (Fin n) ℝ,
      (∃ v ≠ 0, M *ᵥ v = x • v) ↔ M.charpoly.eval x = 0 := by
    intro M
    rw [Matrix.eval_charpoly, ← Matrix.exists_mulVec_eq_zero_iff]
    constructor
    · rintro ⟨v, hv, e⟩
      exact ⟨v, hv, by rw [sub_mulVec, hs, e, sub_self]⟩
    · rintro ⟨v, hv, e⟩
      rw [sub_mulVec, hs, sub_eq_zero] at e
      exact ⟨v, hv, e.symm⟩
  rw [key, key, toda_charpoly_const h hn s t]
```

## An explicit solution on two sites

```lean
/-- Two-site diagonal entries `a_1 = -a_2 = sinh 2t / cosh 2t`. -/
def twoSiteA (t : ℝ) (j : ℕ) : ℝ :=
  if j = 1 then Real.sinh (2 * t) / Real.cosh (2 * t)
  else -(Real.sinh (2 * t) / Real.cosh (2 * t))

/-- Two-site coupling `b_1 = 1 / cosh 2t`, all other `b_j` zero. -/
def twoSiteB (t : ℝ) (j : ℕ) : ℝ := if j = 1 then 1 / Real.cosh (2 * t) else 0
```

The step `hA` is the quotient rule for $\tanh 2t$ combined with $\cosh^2-\sinh^2=1$, and it serves both diagonal equations. Since $b_1$ never vanishes, $a_1'=2b_1^2$ is positive and the matrix does change.

```lean
/-- The two-site functions solve the Toda equations with `b_2 = 0` and `b_1` never zero. -/
theorem toda_witness : IsTodaFlow 2 twoSiteA twoSiteB ∧ (∀ t, twoSiteB t 2 = 0) ∧
    ∀ t, twoSiteB t 1 ≠ 0 := by
  have h2 : ∀ t : ℝ, HasDerivAt (fun s : ℝ => 2 * s) 2 t := fun t => by
    simpa using (hasDerivAt_id t).const_mul 2
  have hA : ∀ t, HasDerivAt (fun s => Real.sinh (2 * s) / Real.cosh (2 * s))
      (2 * (1 / Real.cosh (2 * t)) ^ 2) t := fun t => by
    refine ((h2 t).sinh.fun_div (h2 t).cosh (Real.cosh_pos _).ne').congr_deriv ?_
    have e : Real.cosh (2 * t) * 2 * Real.cosh (2 * t) -
        Real.sinh (2 * t) * (Real.sinh (2 * t) * 2) = 2 := by
      linear_combination 2 * Real.cosh_sq (2 * t)
    calc _ = (Real.cosh (2 * t) * 2 * Real.cosh (2 * t) -
          Real.sinh (2 * t) * (Real.sinh (2 * t) * 2)) / Real.cosh (2 * t) ^ 2 := rfl
      _ = _ := by rw [e]; ring
  refine ⟨⟨fun t => rfl, fun j hj t => ?_, fun j hj t => ?_⟩, fun t => rfl,
    fun t => one_div_ne_zero (Real.cosh_pos (2 * t)).ne'⟩
  · interval_cases j
    · exact (hA t).congr_deriv
        (by show _ = 2 * ((1 / Real.cosh (2 * t)) ^ 2 - 0 ^ 2); ring)
    · exact (hA t).fun_neg.congr_deriv
        (by show _ = 2 * (0 ^ 2 - (1 / Real.cosh (2 * t)) ^ 2); ring)
  · obtain rfl : j = 0 := by omega
    show HasDerivAt (fun s => 1 / Real.cosh (2 * s)) (1 / Real.cosh (2 * t) *
      (-(Real.sinh (2 * t) / Real.cosh (2 * t)) - Real.sinh (2 * t) / Real.cosh (2 * t))) t
    exact ((hasDerivAt_const t (1 : ℝ)).fun_div (h2 t).cosh (Real.cosh_pos _).ne').congr_deriv
      (by ring)

end

end TodaFlow
```

```lean
#print axioms TodaFlow.toda_charpoly_const
#print axioms TodaFlow.charpoly_const_iff
#print axioms TodaFlow.toda_eigenvalue_iff
```

```
'TodaFlow.toda_charpoly_const' depends on axioms: [propext, Classical.choice, Quot.sound]
'TodaFlow.charpoly_const_iff' depends on axioms: [propext, Classical.choice, Quot.sound]
'TodaFlow.toda_eigenvalue_iff' depends on axioms: [propext, Classical.choice, Quot.sound]
```
